# For positive masses, the mass matrix of atom-centred coordinates has inverse diag(1/mᵢ) + J/m₀ and determinant m₀∏mᵢ/M

Q: Take a water molecule drifting freely, and measure the positions of the hydrogens from the oxygen. The oxygen then sits at the origin and never moves. I would write the internal kinetic energy as $\tfrac12\sum_i m_i u_i^2$, with $u_i$ the hydrogen velocities relative to oxygen. Yet you give me a matrix with off-diagonal entries. Where do they come from?

A: From the recoil of the oxygen. It is at rest in your coordinates, but it can move relative to the centre of mass. That motion carries kinetic energy, and the hydrogen velocities relative to the centre of mass then differ from your $u_i$. Setting its velocity to zero is the slip to watch for here: what may be set to zero is the velocity of the centre of mass. In a diatomic molecule your formula would give the mass $m_1$ where the reduced mass belongs.

Let the origin atom have mass $m_0$ and velocity $v_0$, and the others masses $m_i$ and velocities $v_i = v_0 + u_i$, all for one Cartesian component. Let $M = m_0 + \sum_i m_i$, let $V = (m_0v_0 + \sum_i m_iv_i)/M$ be the centre-of-mass velocity, and put $c = \sum_i m_iu_i/M$. Then $V = v_0 + c$, so

$$v_0 = V - c, \qquad v_i = V + u_i - c .$$

Insert these into twice the kinetic energy $T$:

$$2T = MV^2 + 2V\Big(\sum_i m_iu_i - Mc\Big) + m_0c^2 + \sum_i m_i(u_i-c)^2 .$$

The bracket vanishes by the definition of $c$. Expanding the rest gives

$$m_0c^2 + \sum_i m_i(u_i-c)^2 = \sum_i m_iu_i^2 - 2Mc^2 + Mc^2 = \sum_i m_iu_i^2 - \frac{(\sum_i m_iu_i)^2}{M}.$$

This is $u^{T}Ku$ with $K = \mathrm{diag}(m) - m\,m^{T}/M$, where $m$ is the column of the masses $m_i$ without $m_0$. The subtracted term is $Mc^2$, twice the kinetic energy that the total mass has when its centre is seen moving from the origin atom. Its cross products give the off-diagonal entries.

Q: How does the Lean file represent the molecule?

A: By very little. The atoms other than the origin are labelled by a finite type `ι`, and their masses are a function `m : ι → ℝ`. The origin atom has its own mass `m₀` and is not in `ι`.

```lean
import Mathlib

open Matrix

namespace AtomCentredMassMatrix

noncomputable section

variable {ι : Type*} [Fintype ι]

/-- Total mass of the atom at the origin (mass `m₀`) and the other atoms (masses `m i`). -/
def totalMass (m₀ : ℝ) (m : ι → ℝ) : ℝ := m₀ + ∑ i, m i
```

The first lemma expands the mass-weighted squares seen from a frame moving with velocity $c$. It is proved term by term from the square of a difference.

```lean
/-- The mass-weighted sum of squared velocities, seen from a frame moving with velocity `c`. -/
theorem sum_shift (m v : ι → ℝ) (c : ℝ) :
    ∑ i, m i * (v i - c) ^ 2
      = ∑ i, m i * v i ^ 2 - 2 * c * ∑ i, m i * v i + c ^ 2 * ∑ i, m i := by
  rw [Finset.mul_sum, Finset.mul_sum, ← Finset.sum_sub_distrib, ← Finset.sum_add_distrib]
  exact Finset.sum_congr rfl fun i _ => by ring
```

Next come the two matrices. `Matrix.vecMulVec m m` is the outer product $m\,m^{T}$.

```lean
variable [DecidableEq ι]

/-- The matrix `diag(m) - m mᵀ / M`, with `M` the total mass. -/
def massMatrix (m₀ : ℝ) (m : ι → ℝ) : Matrix ι ι ℝ :=
  Matrix.diagonal m - (1 / totalMass m₀ m) • Matrix.vecMulVec m m
```

The proposed inverse is $B = \mathrm{diag}(1/m_i) + J/m_0$, where every entry of $J$ is one. In the file $J$ is written as `Matrix.of (fun _ _ => (1 : ℝ))`, because a bare `1` of matrix type means the identity.

```lean
/-- The matrix `diag(1/m) + (1/m₀) J`, with `J` the all-ones matrix. -/
def inverseMassMatrix (m₀ : ℝ) (m : ι → ℝ) : Matrix ι ι ℝ :=
  Matrix.diagonal (fun i => 1 / m i) + (1 / m₀) • Matrix.of (fun _ _ => (1 : ℝ))
```

Q: So far `massMatrix` is only a name. Someone could attach it to any matrix. What ties it to kinetic energy?

A: A theorem about arbitrary velocities, prepared by two smaller results. The first gives the entries, $K_{ij} = m_i\delta_{ij} - m_im_j/M$.

```lean
/-- The entries of the mass matrix. -/
theorem massMatrix_apply (m₀ : ℝ) (m : ι → ℝ) (i j : ι) :
    massMatrix m₀ m i j = (if i = j then m i else 0) - m i * m j / totalMass m₀ m := by
  simp only [massMatrix, Matrix.sub_apply, Matrix.smul_apply, Matrix.diagonal_apply,
    Matrix.vecMulVec_apply, smul_eq_mul]
  ring
```

The second gives the quadratic form. In its proof, `hA` computes $(Ku)_i = m_iu_i - m_ic$, and `hsum` multiplies by $u_i$ and sums.

```lean
/-- The quadratic form of the mass matrix is the mass-weighted sum of squares minus the
square of the mass-weighted sum divided by the total mass. -/
theorem massMatrix_quadratic (m₀ : ℝ) (m u : ι → ℝ) :
    u ⬝ᵥ (massMatrix m₀ m *ᵥ u)
      = ∑ i, m i * u i ^ 2 - (∑ i, m i * u i) ^ 2 / totalMass m₀ m := by
  -- the matrix acts by subtracting the mean velocity and multiplying by the mass
  have hA : ∀ i, (massMatrix m₀ m *ᵥ u) i
      = m i * u i - m i * ((∑ j, m j * u j) / totalMass m₀ m) := by
    intro i
    simp only [Matrix.mulVec, dotProduct, massMatrix_apply, sub_mul, Finset.sum_sub_distrib,
      ite_mul, zero_mul, Finset.sum_ite_eq, Finset.mem_univ, if_true]
    congr 1
    rw [Finset.sum_div, Finset.mul_sum]
    exact Finset.sum_congr rfl fun j _ => by ring
  have hsum : u ⬝ᵥ (massMatrix m₀ m *ᵥ u)
      = ∑ i, (m i * u i ^ 2 - m i * u i * ((∑ j, m j * u j) / totalMass m₀ m)) := by
    unfold dotProduct
    exact Finset.sum_congr rfl fun i _ => by rw [hA i]; ring
  rw [hsum, Finset.sum_sub_distrib, ← Finset.sum_mul]
  ring
```

The separation itself then has the full kinetic energy of all the atoms on the left. On the right are the energy of the total mass moving with the centre of mass and half the quadratic form of `massMatrix`, evaluated at `v i - v₀`.

```lean
/-- For nonzero total mass, the kinetic energy is that of the total mass moving with the centre of
mass, plus half the quadratic form of the mass matrix in the velocities relative to the atom at the
origin (one Cartesian component). -/
theorem kinetic_energy_separation (m₀ v₀ : ℝ) (m v : ι → ℝ) (hM : totalMass m₀ m ≠ 0) :
    (m₀ * v₀ ^ 2 + ∑ i, m i * v i ^ 2) / 2
      = totalMass m₀ m * ((m₀ * v₀ + ∑ i, m i * v i) / totalMass m₀ m) ^ 2 / 2
        + (fun i => v i - v₀) ⬝ᵥ (massMatrix m₀ m *ᵥ fun i => v i - v₀) / 2 := by
  have hS : ∑ i, m i = totalMass m₀ m - m₀ := by unfold totalMass; ring
  have hL : ∑ i, m i * (v i - v₀) = ∑ i, m i * v i - v₀ * ∑ i, m i := by
    rw [Finset.mul_sum, ← Finset.sum_sub_distrib]
    exact Finset.sum_congr rfl fun i _ => by ring
  rw [massMatrix_quadratic, sum_shift, hL, hS]
  field_simp
  ring
```

The proof runs my calculation in the other direction. It expands the quadratic form in the original velocities, with `sum_shift` applied at `v₀`, and `field_simp` and `ring` check that the two sides agree. Since $K$ is symmetric, as its entries show, its quadratic form determines it.

Q: The velocities are just real numbers there. No trajectories, no time derivatives, no three-dimensional space.

A: That is the extent of the model. The identity holds at each instant for whatever values the velocities have; that $u_i$ is the time derivative of $x_i - x_0$ is the physical reading we supply. The three Cartesian components contribute separately to the kinetic energy, so the same $K$ serves each of them. Bond lengths and angles, the separation of rotation, and the potential energy are all absent.

Q: A kinetic energy must also be positive whenever something moves relative to something else. With a subtracted term, that isn't obvious to me.

A: The form $m_0c^2 + \sum_i m_i(u_i-c)^2$ settles it, because it is the energy in the centre-of-mass frame, doubled. If $c \neq 0$, the origin atom contributes a positive amount. If $c = 0$, the sum is $\sum_i m_iu_i^2$, which is positive as soon as one $u_i$ is nonzero. The Lean proof establishes this form as `key` and splits into the same two cases.

```lean
/-- For positive masses, the quadratic form of the mass matrix is positive for every
nonzero set of atom-centred velocities. -/
theorem massMatrix_pos (m₀ : ℝ) (m u : ι → ℝ) (h₀ : 0 < m₀) (hm : ∀ i, 0 < m i)
    (hu : u ≠ 0) : 0 < u ⬝ᵥ (massMatrix m₀ m *ᵥ u) := by
  have hM : totalMass m₀ m ≠ 0 :=
    (add_pos_of_pos_of_nonneg h₀ (Finset.sum_nonneg fun i _ => (hm i).le)).ne'
  have hS : ∑ i, m i = totalMass m₀ m - m₀ := by unfold totalMass; ring
  obtain ⟨c, hc⟩ : ∃ c, ∑ i, m i * u i = c * totalMass m₀ m :=
    ⟨_, (div_mul_cancel₀ _ hM).symm⟩
  -- in the centre-of-mass frame the form is a sum of squares over all atoms
  have key : u ⬝ᵥ (massMatrix m₀ m *ᵥ u) = m₀ * c ^ 2 + ∑ i, m i * (u i - c) ^ 2 := by
    rw [massMatrix_quadratic, sum_shift, hS, hc]
    field_simp
    ring
  have hnn : ∀ i ∈ Finset.univ, 0 ≤ m i * (u i - c) ^ 2 :=
    fun i _ => mul_nonneg (hm i).le (sq_nonneg _)
  rw [key]
  rcases eq_or_ne c 0 with h | h
  · obtain ⟨i, hi⟩ := Function.ne_iff.mp hu
    have hi' : u i - c ≠ 0 := by rw [h, sub_zero]; exact hi
    have hpos : 0 < ∑ i, m i * (u i - c) ^ 2 :=
      Finset.sum_pos' hnn ⟨i, Finset.mem_univ i, mul_pos (hm i) (by positivity)⟩
    have : 0 ≤ m₀ * c ^ 2 := by positivity
    linarith
  · have h1 : 0 < m₀ * c ^ 2 := by positivity
    have h2 := Finset.sum_nonneg hnn
    linarith
```

Q: Now the inverse. Why should it be so simple, with no total mass in it?

A: Because the column sums of $K$ are simple. Using $\sum_k m_k = M - m_0$,

$$\sum_k K_{kj} = m_j - \frac{(M-m_0)m_j}{M} = \frac{m_0m_j}{M}.$$

Multiplying by $J/m_0$ from the left turns every entry of column $j$ into $m_j/M$. Multiplying by $\mathrm{diag}(1/m_i)$ gives $\delta_{ij} - m_j/M$. Hence

$$(BK)_{ij} = \delta_{ij} - \frac{m_j}{M} + \frac{m_j}{M} = \delta_{ij}.$$

In Lean, `hcol` is the column sum and `hG` splits the product into those two contributions. The final case distinction treats diagonal and off-diagonal entries.

```lean
/-- For nonzero masses and nonzero total mass, `diag(1/m) + (1/m₀) J` times the mass matrix
is the identity. -/
theorem inverse_mul_massMatrix (m₀ : ℝ) (m : ι → ℝ) (h₀ : m₀ ≠ 0) (hm : ∀ i, m i ≠ 0)
    (hM : totalMass m₀ m ≠ 0) : inverseMassMatrix m₀ m * massMatrix m₀ m = 1 := by
  have hS : ∑ i, m i = totalMass m₀ m - m₀ := by unfold totalMass; ring
  ext i j
  -- each column of the mass matrix has a simple sum
  have hcol : ∑ k, massMatrix m₀ m k j = m₀ * m j / totalMass m₀ m := by
    simp only [massMatrix_apply, Finset.sum_sub_distrib, Finset.sum_ite_eq',
      Finset.mem_univ, if_true]
    rw [← Finset.sum_div, ← Finset.sum_mul, hS]
    field_simp
    ring
  have hG : (inverseMassMatrix m₀ m * massMatrix m₀ m) i j
      = 1 / m i * massMatrix m₀ m i j + 1 / m₀ * ∑ k, massMatrix m₀ m k j := by
    rw [Matrix.mul_apply]
    simp only [inverseMassMatrix, Matrix.add_apply, Matrix.smul_apply, Matrix.diagonal_apply,
      Matrix.of_apply, smul_eq_mul, mul_one, add_mul, Finset.sum_add_distrib, ite_mul,
      zero_mul, Finset.sum_ite_eq, Finset.mem_univ, if_true, ← Finset.mul_sum]
  have hi := hm i
  rw [hG, hcol, massMatrix_apply, Matrix.one_apply]
  split_ifs with hij
  · subst hij
    field_simp
    ring
  · field_simp
    ring
```

Q: Where would I meet this inverse in practice?

A: In the Hamiltonian. With $p = Ku$ the momenta conjugate to the relative positions, the internal kinetic energy is

$$\tfrac12\,p^{T}K^{-1}p = \sum_i \frac{p_i^2}{2m_i} + \frac{1}{2m_0}\Big(\sum_i p_i\Big)^2 .$$

For a non-relativistic atom with its nucleus as the origin and the electrons as the other particles, the cross terms $p_ip_j/m_0$ are the mass-polarisation terms of the quantum Hamiltonian, while the squares combine into reduced masses.

Q: And the determinant?

A: Take out the masses row by row. With $e$ the column of ones,

$$K = \mathrm{diag}(m)\Big(I - \frac{1}{M}\,e\,m^{T}\Big).$$

The identity $\det(I + XY) = \det(I + YX)$ holds for rectangular $X$ and $Y$ of matching shapes. With $X = -e/M$ and $Y = m^{T}$, the right-hand side is the determinant of a one-by-one matrix:

$$\det K = \Big(\prod_i m_i\Big)\Big(1 - \frac{\sum_i m_i}{M}\Big) = \frac{m_0\prod_i m_i}{M}.$$

The file writes the column and the row as matrices with one side indexed by `Unit`, the type with a single element. The factorisation is `hfac`, and `Matrix.det_one_add_mul_comm` exchanges the factors.

```lean
/-- For nonzero total mass, the determinant of the mass matrix is the product of all masses, the
atom at the origin included, divided by the total mass. -/
theorem det_massMatrix (m₀ : ℝ) (m : ι → ℝ) (hM : totalMass m₀ m ≠ 0) :
    (massMatrix m₀ m).det = m₀ * (∏ i, m i) / totalMass m₀ m := by
  have hS : ∑ i, m i = totalMass m₀ m - m₀ := by unfold totalMass; ring
  -- factor out the masses, leaving a rank-one change of the identity
  have hfac : massMatrix m₀ m = Matrix.diagonal m *
      (1 + (Matrix.of fun (_ : ι) (_ : Unit) => -(1 / totalMass m₀ m)) *
        (Matrix.of fun (_ : Unit) (j : ι) => m j)) := by
    ext i j
    rw [massMatrix_apply, Matrix.diagonal_mul, Matrix.add_apply, Matrix.mul_apply,
      Matrix.one_apply]
    simp only [Finset.univ_unique, Finset.sum_singleton, Matrix.of_apply]
    split_ifs <;> ring
  -- exchanging the two rank-one factors leaves a one-by-one determinant
  rw [hfac, Matrix.det_mul, Matrix.det_diagonal, Matrix.det_one_add_mul_comm,
    Matrix.det_unique, Matrix.add_apply, Matrix.one_apply_eq, Matrix.mul_apply]
  simp only [Matrix.of_apply]
  rw [← Finset.sum_mul, hS]
  field_simp
  ring
```

Q: This theorem assumes only that the total mass is nonzero. What happens if I give a site no mass, as with a dummy atom?

A: The determinant formula still holds, and it yields a criterion: for nonzero total mass, $K$ is singular exactly when some mass vanishes, that of the origin included.

```lean
/-- For nonzero total mass, the mass matrix is singular exactly when the atom at the origin
or one of the other atoms is massless. -/
theorem det_massMatrix_eq_zero_iff (m₀ : ℝ) (m : ι → ℝ) (hM : totalMass m₀ m ≠ 0) :
    (massMatrix m₀ m).det = 0 ↔ m₀ = 0 ∨ ∃ i, m i = 0 := by
  rw [det_massMatrix m₀ m hM]
  simp [hM, Finset.prod_eq_zero_iff]
```

The physics agrees. If $m_i = 0$, moving that site alone costs no kinetic energy. If $m_0 = 0$, the motion that costs nothing is the one in which all the other atoms share the same velocity relative to the origin: in the centre-of-mass frame they are at rest and only the massless origin moves. In either case the momenta no longer determine the velocities, so the Hamiltonian above is not available.

Q: Then read me the main statement in words.

A: Let the mass of the origin atom be positive, and let every other mass be positive. Then `massMatrix` times `inverseMassMatrix` is the identity, the product in the opposite order is also the identity, and the determinant of `massMatrix` is the product of all the masses divided by the total mass.

```lean
/-- For positive masses, the mass matrix of atom-centred coordinates has the two-sided inverse
`diag(1/m) + (1/m₀) J` and determinant `m₀ ∏ mᵢ / M`. -/
theorem massMatrix_inverse_and_det (m₀ : ℝ) (m : ι → ℝ) (h₀ : 0 < m₀) (hm : ∀ i, 0 < m i) :
    massMatrix m₀ m * inverseMassMatrix m₀ m = 1 ∧
    inverseMassMatrix m₀ m * massMatrix m₀ m = 1 ∧
    (massMatrix m₀ m).det = m₀ * (∏ i, m i) / totalMass m₀ m := by
  have hM : totalMass m₀ m ≠ 0 :=
    (add_pos_of_pos_of_nonneg h₀ (Finset.sum_nonneg fun i _ => (hm i).le)).ne'
  have h := inverse_mul_massMatrix m₀ m h₀.ne' (fun i => (hm i).ne') hM
  exact ⟨mul_eq_one_comm.mp h, h, det_massMatrix m₀ m hM⟩
```

Positivity is the ordinary physical condition on atomic masses. The proof uses it to make $M$ and each individual mass nonzero, which is what the two earlier theorems need. The product in the other order comes from `mul_eq_one_comm`: for square matrices of finite size, a one-sided inverse is two-sided.

Q: Does it survive the smallest cases?

A: With no other atoms, $K$ is the empty matrix, whose determinant is one, and the formula gives $m_0/m_0 = 1$. With one other atom, the single entry is

$$m_1 - \frac{m_1^2}{m_0+m_1} = \frac{m_0m_1}{m_0+m_1},$$

the reduced mass that your first formula missed. In the last theorem, `![m₁]` is the list containing that one mass, and `0 0` selects the only entry of the matrix.

```lean
/-- For two atoms with nonzero total mass, the single entry of the mass matrix is the reduced mass.
-/
theorem massMatrix_diatomic (m₀ m₁ : ℝ) (hM : m₀ + m₁ ≠ 0) :
    massMatrix m₀ ![m₁] 0 0 = m₀ * m₁ / (m₀ + m₁) := by
  have hT : totalMass m₀ ![m₁] = m₀ + m₁ := by simp [totalMass]
  rw [massMatrix_apply, hT, if_pos rfl]
  change m₁ - m₁ * m₁ / (m₀ + m₁) = _
  field_simp
  ring

end

end AtomCentredMassMatrix
```

```lean
#print axioms AtomCentredMassMatrix.kinetic_energy_separation
#print axioms AtomCentredMassMatrix.det_massMatrix_eq_zero_iff
#print axioms AtomCentredMassMatrix.massMatrix_inverse_and_det
#print axioms AtomCentredMassMatrix.massMatrix_diatomic
```

```
'AtomCentredMassMatrix.kinetic_energy_separation' depends on axioms: [propext, Classical.choice, Quot.sound]
'AtomCentredMassMatrix.det_massMatrix_eq_zero_iff' depends on axioms: [propext, Classical.choice, Quot.sound]
'AtomCentredMassMatrix.massMatrix_inverse_and_det' depends on axioms: [propext, Classical.choice, Quot.sound]
'AtomCentredMassMatrix.massMatrix_diatomic' depends on axioms: [propext, Classical.choice, Quot.sound]
```
